# The nth power of a geminal with amplitude 1 in n bonding and c in n antibonding orbitals, divided by n!, has squared norm ∑ₖ binom(n,k)²|c|²ᵏ

Let n electron pairs occupy n bonding and n antibonding orbitals, at most one pair in each, and let a configuration's amplitude be a product of factors, 1 for each bonding pair and a complex number c for each antibonding pair. `normSq_eq` states that the squared amplitudes, summed over all such configurations, give ∑ₖ binom(n,k)²|c|²ᵏ, where k runs from 0 to n and counts the antibonding pairs. The state is unnormalised, so the probability of a single configuration with k antibonding pairs is |c|²ᵏ divided by this sum. The proof fixes the set B of occupied antibonding orbitals and counts the ways to place the other n − |B| pairs in bonding orbitals, which gives binom(n,|B|). It then groups the sets B by size, which brings in the second binomial factor.

The first attempt, which Lean rejects:

```lean
import Mathlib

open Finset Filter Topology

namespace NormSqEq

noncomputable section

/-- Amplitude of the configuration `S` in the geminal power, up to a common factor: each pair in a
bonding orbital (`inl i`) contributes `1`, each pair in an antibonding orbital (`inr i`) `c`. -/
def amplitude {n : ℕ} (c : ℂ) (S : Finset (Fin n ⊕ Fin n)) : ℂ :=
  ∏ p ∈ S, Sum.elim (fun _ => (1 : ℂ)) (fun _ => c) p

/-- Squared norm of `1/n!` times the geminal power: the sum of the squared amplitudes over all ways
to put `n` pairs into the `2n` orbitals. -/
def normSq (c : ℂ) (n : ℕ) : ℝ :=
  ∑ S : Finset (Fin n ⊕ Fin n) with S.card = n, ‖amplitude c S‖ ^ 2

/-- A sum over configurations is a double sum over the set `B` of occupied antibonding orbitals
and the set `A` of occupied bonding orbitals. -/
theorem sum_configurations {n : ℕ} (f : Finset (Fin n ⊕ Fin n) → ℝ) :
    ∑ S, f S = ∑ B : Finset (Fin n), ∑ A : Finset (Fin n), f (A.disjSum B) := by
  -- a configuration is rebuilt from its bonding and antibonding parts
  have hS : ∀ S : Finset (Fin n ⊕ Fin n), S.toLeft.disjSum S.toRight = S := by
    intro S
    ext x
    rcases x with i | i <;> simp
  calc ∑ S, f S = ∑ q : Finset (Fin n) × Finset (Fin n), f (q.2.disjSum q.1) := by
        refine Finset.sum_bij' (fun S _ => (S.toRight, S.toLeft))
          (fun q _ => q.2.disjSum q.1) ?_ ?_ ?_ ?_ ?_ <;> simp [hS]
    _ = _ := Fintype.sum_prod_type _

/-- The squared amplitude of a configuration is `|c|²` to the number of antibonding pairs. -/
theorem amplitude_sq {n : ℕ} (c : ℂ) (A B : Finset (Fin n)) :
    ‖amplitude c (A.disjSum B)‖ ^ 2 = (‖c‖ ^ 2) ^ B.card := by
  rw [amplitude, Finset.prod_disjSum]
  simp only [Sum.elim_inl, Sum.elim_inr, Finset.prod_const, one_pow, one_mul, norm_pow]
  ring

/-- The squared norm of `1/n!` times the geminal power is `∑ₖ binom(n,k)² yᵏ` with `y = |c|²`. -/
theorem normSq_eq (c : ℂ) (n : ℕ) :
    normSq c n = ∑ k ∈ range (n + 1), (n.choose k : ℝ) ^ 2 * (‖c‖ ^ 2) ^ k := by
  rw [normSq, Finset.sum_filter, sum_configurations]
  trans ∑ B : Finset (Fin n), (n.choose B.card : ℝ) * (‖c‖ ^ 2) ^ B.card
  · refine Finset.sum_congr rfl fun B _ => ?_
    have hB : B.card ≤ n := by
      have h := B.card_le_univ
      rwa [Fintype.card_fin] at h
    -- the bonding orbitals take the remaining `n - |B|` pairs
    have hA : (univ.filter fun A : Finset (Fin n) => A.card + B.card = n)
        = powersetCard (n - B.card) univ := by
      ext A
      simp only [Finset.mem_filter, Finset.mem_univ, true_and, Finset.mem_powersetCard,
        Finset.subset_univ]
      omega
    simp only [amplitude_sq, Finset.card_disjSum]
    rw [← Finset.sum_filter, Finset.sum_const, nsmul_eq_mul, hA, Finset.card_powersetCard,
      Finset.card_univ, Fintype.card_fin, Nat.choose_symm hB]
  · have h := Finset.sum_powerset_apply_card
      (fun k => (n.choose k : ℝ) * (‖c‖ ^ 2) ^ k) (univ : Finset (Fin n))
    simp only [Finset.powerset_univ, Finset.card_univ, Fintype.card_fin, nsmul_eq_mul] at h
    exact h.trans (Finset.sum_congr rfl fun k _ => by ring)

end

end NormSqEq
```

The compiler's answer:

```
Main.lean:59:14: error: Function expected at
  sum_powerset_apply_card fun k => ↑(n.choose k) * (‖c‖ ^ 2) ^ k
but this term has type
  ∑ m ∈ powerset ?m.250, ↑(n.choose #m) * (‖c‖ ^ 2) ^ #m =
    ∑ m ∈ range (#?m.250 + 1), (#?m.250).choose m • (↑(n.choose m) * (‖c‖ ^ 2) ^ m)

Note: Expected a function because this term is being applied to the argument
  (univ : Finset (Fin n))
```

This version goes through:

```diff
@@ -57,6 +57,7 @@
     rw [← Finset.sum_filter, Finset.sum_const, nsmul_eq_mul, hA, Finset.card_powersetCard,
       Finset.card_univ, Fintype.card_fin, Nat.choose_symm hB]
-  · have h := Finset.sum_powerset_apply_card
-      (fun k => (n.choose k : ℝ) * (‖c‖ ^ 2) ^ k) (univ : Finset (Fin n))
+  · have h : ∑ B ∈ (univ : Finset (Fin n)).powerset,
+        (n.choose B.card : ℝ) * (‖c‖ ^ 2) ^ B.card = _ :=
+      Finset.sum_powerset_apply_card (fun k => (n.choose k : ℝ) * (‖c‖ ^ 2) ^ k)
     simp only [Finset.powerset_univ, Finset.card_univ, Fintype.card_fin, nsmul_eq_mul] at h
     exact h.trans (Finset.sum_congr rfl fun k _ => by ring)
```

Diagnosis. The error is in the last step, the grouping by size. `Finset.sum_powerset_apply_card` takes the function of the size as an explicit argument, but the set whose subsets are summed over is implicit, and in the message it appears as the unknown `?m.250`. Once the function is given, the term is already a proof of an equation. The attempt goes on to pass it `(univ : Finset (Fin n))`, as if it were still a function, and Lean answers "Function expected".

The repair removes that extra argument. With it gone, nothing in the call itself would say which set is meant, so the repair also gives `h` a stated type, whose left side is the sum over `(univ : Finset (Fin n)).powerset`. Matching the lemma against this left side tells Lean that the implicit set is `univ`. The right side is left as `_`, and Lean fills it in from the lemma. The two lines that then simplify `h` and finish the proof are unchanged.
